# Matsubara sum for a shifted bosonic mode and its zero-point limit

## Physical setting

Units are \(\hbar = k_B = 1\). The inverse temperature is \(\beta > 0\), and the bosonic Matsubara frequencies are \(\omega_n = 2\pi n/\beta\) for integer \(n\) (`matsubara β n`). A mode of frequency \(b > 0\) is shifted to frequency \(a > 0\). With a cut-off \(N = 0, 1, 2, \dots\), define
\[ L_n = \ln\frac{\omega_n^2+a^2}{\omega_n^2+b^2}, \qquad S_N = \frac{1}{2\beta}\sum_{n=-N}^{N} L_n, \qquad \Delta\Omega(\beta) = \frac1\beta \ln\frac{\sinh(\beta a/2)}{\sinh(\beta b/2)}, \]
which are `logRatio β a b n`, `partialShift β a b N` and `grandShift β a b`. For real \(t\), the truncated product `truncSinh t N` is
\[ P_N(t) = \pi t \prod_{j=0}^{N-1}\Bigl(1 + \frac{t^2}{(j+1)^2}\Bigr). \]
The single-pole dielectric function at imaginary frequency \(i\omega\), with real strength \(p\), is \(\varepsilon(i\omega) = 1 + p^2/(\omega^2+b^2)\) (`dielectric p b ω`). When the dielectric matrix is diagonal in plane waves, the sum of \(\ln\varepsilon(i\omega_n)\) over frequencies and wavevectors with the prefactor \(1/(2\beta)\) is the logarithmic term of the correlation part of the grand potential (a free energy, not the internal energy) in the random-phase approximation (RPA) at finite temperature, and the result evaluates that term for finitely many uncoupled single-pole modes with positive pole frequencies.

## Statement

Let \(a, b > 0\).

1. `tendsto_partialShift`: for \(\beta > 0\), \(S_N \to \Delta\Omega(\beta)\) as \(N \to \infty\).
2. `grandShift_split`: for \(\beta > 0\),
\[ \Delta\Omega(\beta) = \frac{a-b}{2} + \frac1\beta\Bigl[\ln(1-e^{-\beta a}) - \ln(1-e^{-\beta b})\Bigr]. \]
3. `grandShift_zero_temperature`: \(\Delta\Omega(\beta) \to (a-b)/2\) as \(\beta \to \infty\).
4. `grandShift_high_temperature`: \(\beta\,\Delta\Omega(\beta) \to \ln(a/b)\) as \(\beta \to 0^+\).
5. `tendsto_log_dielectric`: for \(\beta > 0\) and finitely many modes \(k\) with real \(p_k\), poles \(b_k > 0\) and dielectric functions \(\varepsilon_k\),
\[ \frac{1}{2\beta}\sum_{n=-N}^{N}\sum_k \ln\varepsilon_k(i\omega_n) \;\to\; \sum_k \frac1\beta\ln\frac{\sinh(\beta a_k/2)}{\sinh(\beta b_k/2)}, \qquad a_k = \sqrt{b_k^2+p_k^2}. \]

## Derivation

Step 1. Euler's product states \(\pi z\prod_{j=0}^{N-1}\bigl(1 - z^2/(j+1)^2\bigr) \to \sin \pi z\) for complex \(z\). At \(z = it\) the left side is \(iP_N(t)\), because \(z^2 = -t^2\), and the right side is \(i\sinh \pi t\). The imaginary parts give \(P_N(t) \to \sinh \pi t\).

Step 2. Since \(\omega_{-n} = -\omega_n\), the summand is even, so \(\sum_{n=-N}^{N} L_n = L_0 + 2\sum_{j=0}^{N-1} L_{j+1}\), with \(L_0 = \ln(a^2/b^2) = 2\ln(a/b)\).

Step 3. For \(c > 0\) put \(t_c = \beta c/2\pi\). Then \(\omega_{j+1}^2 + c^2 = \omega_{j+1}^2\bigl(1 + t_c^2/(j+1)^2\bigr)\), and \(\omega_{j+1}^2\) cancels in \(L_{j+1}\). The prefactors of the products have the ratio \(\pi t_a/\pi t_b = a/b\), so for every \(N\)
\[ S_N = \frac1\beta\Bigl[\ln\frac ab + \sum_{j=0}^{N-1}\ln\frac{1+t_a^2/(j+1)^2}{1+t_b^2/(j+1)^2}\Bigr] = \frac1\beta\ln\frac{P_N(t_a)}{P_N(t_b)}. \]

Step 4. As \(\pi t_c = \beta c/2\), Step 1 gives \(P_N(t_c) \to \sinh(\beta c/2) > 0\). Quotient and logarithm are continuous at these positive values, which proves statement 1.

Step 5. From \(\sinh(\beta c/2) = e^{\beta c/2}(1-e^{-\beta c})/2\) follows \(\ln\sinh(\beta c/2) = \beta c/2 + \ln(1-e^{-\beta c}) - \ln 2\). Subtracting the cases \(c = a\) and \(c = b\) removes \(\ln 2\), and division by \(\beta\) gives statement 2. As \(\beta\to\infty\) both logarithms tend to \(\ln 1 = 0\) and \(1/\beta \to 0\), which leaves \((a-b)/2\).

High temperature. Write \(\beta\,\Delta\Omega = \ln\bigl[\beta^{-1}\sinh(\beta a/2)\big/\beta^{-1}\sinh(\beta b/2)\bigr]\). Each factor \(\beta^{-1}\sinh(\beta c/2)\) tends to the slope \(c/2\) at \(\beta = 0\), so the limit is \(\ln(a/b)\). The smallest cut-off gives the same number: at \(N = 0\) the products are empty and Step 3 reads \(\beta S_0 = \ln(a/b)\).

Dielectric modes. Over a common denominator \(\varepsilon_k(i\omega) = (\omega^2+a_k^2)/(\omega^2+b_k^2)\), so \(\ln\varepsilon_k(i\omega_n)\) is \(L_n\) with \(a = a_k\), \(b = b_k\). Exchanging the two finite sums and applying statement 1 to each mode gives statement 5.

## What the formal version assumes

The shift `grandShift` is defined by its closed form. Reading it as the difference of two oscillator free energies \(\beta^{-1}\ln\bigl(2\sinh(\beta c/2)\bigr)\) and reading \((a-b)/2\) as a difference of zero-point energies \(c/2\) are physical interpretation: the file contains no Hamiltonian or partition function. The frequency sum is the limit of the symmetric sums over `Icc (-(N : ℤ)) N`, and the two temperature limits concern \(\Delta\Omega\), so \(N \to \infty\) is taken first. No rate of convergence in \(N\) is stated.

The single-pole form of \(\varepsilon\) is assumed, not obtained from a response function. The index type `ι` is finite, which fits a finite wavevector mesh with equal weights and not a Brillouin-zone integral. The modes enter as a sum of logarithms of scalars, without a dielectric matrix coupling them. The first-order term \(\varepsilon - 1\) that the RPA correlation grand potential subtracts from \(\ln\varepsilon\) is absent. The hypothesis `hb : ∀ k, 0 < b k` excludes a pole at zero frequency, such as the long-wavelength intraband (Drude) term of a metal, where the denominator vanishes at \(n = 0\).

In Lean 4 with Mathlib:

```lean
import Mathlib

open Real Filter Topology Finset

namespace BosonicMatsubaraShift

noncomputable section

/-- The bosonic Matsubara frequency `ω_n = 2πn/β`. -/
def matsubara (β : ℝ) (n : ℤ) : ℝ := 2 * π * n / β

/-- The summand `ln((ω_n² + a²)/(ω_n² + b²))` for a mode shifted from frequency `b` to `a`. -/
def logRatio (β a b : ℝ) (n : ℤ) : ℝ :=
  log ((matsubara β n ^ 2 + a ^ 2) / (matsubara β n ^ 2 + b ^ 2))

/-- The Matsubara sum with prefactor `1/(2β)`, cut off symmetrically at `|n| ≤ N`. -/
def partialShift (β a b : ℝ) (N : ℕ) : ℝ :=
  1 / (2 * β) * ∑ n ∈ Icc (-(N : ℤ)) N, logRatio β a b n

/-- The closed-form shift `(1/β) ln(sinh(βa/2)/sinh(βb/2))`. -/
def grandShift (β a b : ℝ) : ℝ := 1 / β * log (sinh (β * a / 2) / sinh (β * b / 2))

/-- The truncated product `πt ∏_{j=1}^{N} (1 + t²/j²)`. -/
def truncSinh (t : ℝ) (N : ℕ) : ℝ := π * t * ∏ j ∈ range N, (1 + t ^ 2 / ((j : ℝ) + 1) ^ 2)

/-- The single-pole dielectric function `1 + p²/(ω² + b²)` at imaginary frequency `iω`. -/
def dielectric (p b ω : ℝ) : ℝ := 1 + p ^ 2 / (ω ^ 2 + b ^ 2)

/-- Euler's product for the hyperbolic sine: the truncated products tend to `sinh(πt)`. -/
theorem tendsto_truncSinh (t : ℝ) : Tendsto (truncSinh t) atTop (𝓝 (sinh (π * t))) := by
  -- the sine product at the imaginary argument `i t`
  have h := (Complex.continuous_im.tendsto _).comp
    (Complex.tendsto_euler_sin_prod ((t : ℂ) * Complex.I))
  have hI : ∀ r : ℝ, ((r : ℂ) * Complex.I).im = r := by
    intro r
    simp
  have e1 : (Complex.sin ((π : ℂ) * ((t : ℂ) * Complex.I))).im = sinh (π * t) := by
    have : (π : ℂ) * ((t : ℂ) * Complex.I) = ((π * t : ℝ) : ℂ) * Complex.I := by
      push_cast
      ring
    rw [this, Complex.sin_mul_I, ← Complex.ofReal_sinh, hI]
  rw [e1] at h
  refine h.congr fun N => ?_
  have hp : ∏ j ∈ range N, ((1 : ℂ) - ((t : ℂ) * Complex.I) ^ 2 / ((j : ℂ) + 1) ^ 2)
      = ∏ j ∈ range N, ((1 : ℂ) + (t : ℂ) ^ 2 / ((j : ℂ) + 1) ^ 2) :=
    prod_congr rfl fun j _ => by
      rw [mul_pow, Complex.I_sq]
      ring
  have e2 : (π : ℂ) * ((t : ℂ) * Complex.I) *
      ∏ j ∈ range N, ((1 : ℂ) - ((t : ℂ) * Complex.I) ^ 2 / ((j : ℂ) + 1) ^ 2)
      = ((truncSinh t N : ℝ) : ℂ) * Complex.I := by
    rw [hp]
    unfold truncSinh
    push_cast
    ring
  simp only [Function.comp_apply]
  rw [e2, hI]

/-- For a summand even in `n`, the symmetric sum is the `n = 0` term plus twice the
sum over positive `n`. -/
theorem sum_symmetric (f : ℤ → ℝ) (hf : ∀ n, f (-n) = f n) (N : ℕ) :
    ∑ n ∈ Icc (-(N : ℤ)) N, f n = f 0 + 2 * ∑ j ∈ range N, f ((j : ℤ) + 1) := by
  induction N with
  | zero => simp
  | succ N ih =>
    have hs : Icc (-((N + 1 : ℕ) : ℤ)) ((N + 1 : ℕ) : ℤ)
        = insert (-((N : ℤ) + 1)) (insert ((N : ℤ) + 1) (Icc (-(N : ℤ)) N)) := by
      ext x
      simp only [mem_Icc, mem_insert]
      omega
    have h1 : -((N : ℤ) + 1) ∉ insert ((N : ℤ) + 1) (Icc (-(N : ℤ)) N) := by
      simp only [mem_Icc, mem_insert]
      omega
    have h2 : (N : ℤ) + 1 ∉ Icc (-(N : ℤ)) N := by
      simp only [mem_Icc]
      omega
    rw [hs, sum_insert h1, sum_insert h2, ih, sum_range_succ, hf ((N : ℤ) + 1)]
    ring

/-- The cut-off Matsubara sum equals `1/β` times the logarithm of the ratio of the truncated
products at `t = βa/(2π)` and `t = βb/(2π)`. -/
theorem partialShift_eq {β a b : ℝ} (hβ : 0 < β) (ha : 0 < a) (hb : 0 < b) (N : ℕ) :
    partialShift β a b N
      = 1 / β * log (truncSinh (β * a / (2 * π)) N / truncSinh (β * b / (2 * π)) N) := by
  have hπ := pi_pos
  have hpos : ∀ c : ℝ, 0 < c → ∀ M, 0 < truncSinh (β * c / (2 * π)) M := fun c hc M =>
    mul_pos (by positivity) (prod_pos fun j _ => by positivity)
  have hstep : ∀ (t : ℝ) (M : ℕ),
      truncSinh t (M + 1) = truncSinh t M * (1 + t ^ 2 / ((M : ℝ) + 1) ^ 2) := by
    intro t M
    unfold truncSinh
    rw [prod_range_succ, ← mul_assoc]
  have heven : ∀ n, logRatio β a b (-n) = logRatio β a b n := by
    intro n
    have h : matsubara β (-n) = -matsubara β n := by
      unfold matsubara
      push_cast
      ring
    unfold logRatio
    rw [h, neg_sq]
  have hzero : logRatio β a b 0 = 2 * log (a / b) := by
    have h : matsubara β 0 = 0 := by simp [matsubara]
    have h' : ((0 : ℝ) ^ 2 + a ^ 2) / (0 ^ 2 + b ^ 2) = (a / b) ^ 2 := by ring
    unfold logRatio
    rw [h, h', Real.log_pow]
    norm_num
  have hsum : ∀ M : ℕ, log (a / b) + ∑ j ∈ range M, logRatio β a b ((j : ℤ) + 1)
      = log (truncSinh (β * a / (2 * π)) M / truncSinh (β * b / (2 * π)) M) := by
    intro M
    induction M with
    | zero =>
      simp only [truncSinh, range_zero, sum_empty, prod_empty, add_zero, mul_one]
      congr 1
      field_simp
    | succ M ih =>
      have hw : matsubara β ((M : ℤ) + 1) = 2 * π * ((M : ℝ) + 1) / β := by
        unfold matsubara
        push_cast
        ring
      -- `ω² + c² = ω² (1 + (βc/2π)²/n²)`, and `ω²` cancels in the ratio
      have hfac : ∀ c : ℝ, (2 * π * ((M : ℝ) + 1) / β) ^ 2 + c ^ 2
          = (2 * π * ((M : ℝ) + 1) / β) ^ 2
            * (1 + (β * c / (2 * π)) ^ 2 / ((M : ℝ) + 1) ^ 2) := by
        intro c
        have hM : (M : ℝ) + 1 ≠ 0 := by positivity
        field_simp
      have hne : (2 * π * ((M : ℝ) + 1) / β) ^ 2 ≠ 0 := by positivity
      have hterm : logRatio β a b ((M : ℤ) + 1)
          = log ((1 + (β * a / (2 * π)) ^ 2 / ((M : ℝ) + 1) ^ 2)
            / (1 + (β * b / (2 * π)) ^ 2 / ((M : ℝ) + 1) ^ 2)) := by
        unfold logRatio
        rw [hw, hfac a, hfac b, mul_div_mul_left _ _ hne]
      have h1 := (div_pos (hpos a ha M) (hpos b hb M)).ne'
      have h2 : (1 + (β * a / (2 * π)) ^ 2 / ((M : ℝ) + 1) ^ 2)
          / (1 + (β * b / (2 * π)) ^ 2 / ((M : ℝ) + 1) ^ 2) ≠ 0 := by positivity
      rw [sum_range_succ, ← add_assoc, ih, hterm, ← Real.log_mul h1 h2, hstep, hstep,
        div_mul_div_comm]
  unfold partialShift
  rw [sum_symmetric _ heven, hzero, ← hsum N]
  ring

/-- The symmetric Matsubara sums converge to `(1/β) ln(sinh(βa/2)/sinh(βb/2))`. -/
theorem tendsto_partialShift {β a b : ℝ} (hβ : 0 < β) (ha : 0 < a) (hb : 0 < b) :
    Tendsto (partialShift β a b) atTop (𝓝 (grandShift β a b)) := by
  have h : ∀ c : ℝ, Tendsto (truncSinh (β * c / (2 * π))) atTop (𝓝 (sinh (β * c / 2))) := by
    intro c
    have hπ := pi_ne_zero
    have e : π * (β * c / (2 * π)) = β * c / 2 := by field_simp
    have := tendsto_truncSinh (β * c / (2 * π))
    rwa [e] at this
  have sa : 0 < sinh (β * a / 2) := sinh_pos_iff.2 (by positivity)
  have sb : 0 < sinh (β * b / 2) := sinh_pos_iff.2 (by positivity)
  exact ((((h a).div (h b) sb.ne').log (div_pos sa sb).ne').const_mul (1 / β)).congr
    fun N => (partialShift_eq hβ ha hb N).symm

/-- The shift equals `(a - b)/2` plus
`(1/β)[ln(1 - e^{-βa}) - ln(1 - e^{-βb})]`. -/
theorem grandShift_split {β a b : ℝ} (hβ : 0 < β) (ha : 0 < a) (hb : 0 < b) :
    grandShift β a b
      = (a - b) / 2 + 1 / β * (log (1 - exp (-(β * a))) - log (1 - exp (-(β * b)))) := by
  have hlog : ∀ c : ℝ, 0 < c →
      log (sinh (β * c / 2)) = β * c / 2 + log (1 - exp (-(β * c))) - log 2 := by
    intro c hc
    have h1 : exp (-(β * c / 2)) = exp (β * c / 2) * exp (-(β * c)) := by
      rw [← exp_add]
      congr 1
      ring
    have h2 : sinh (β * c / 2) = exp (β * c / 2) * (1 - exp (-(β * c))) / 2 := by
      rw [sinh_eq, h1]
      ring
    have h3 : 0 < 1 - exp (-(β * c)) := by
      have := exp_lt_exp.2 (show -(β * c) < 0 from neg_lt_zero.2 (mul_pos hβ hc))
      rw [exp_zero] at this
      linarith
    rw [h2, Real.log_div (mul_pos (exp_pos _) h3).ne' two_ne_zero,
      Real.log_mul (exp_pos _).ne' h3.ne', log_exp]
  have sa : 0 < sinh (β * a / 2) := sinh_pos_iff.2 (by positivity)
  have sb : 0 < sinh (β * b / 2) := sinh_pos_iff.2 (by positivity)
  unfold grandShift
  rw [Real.log_div sa.ne' sb.ne', hlog a ha, hlog b hb]
  field_simp
  ring

/-- As `β → ∞` the shift tends to `(a - b)/2`. -/
theorem grandShift_zero_temperature {a b : ℝ} (ha : 0 < a) (hb : 0 < b) :
    Tendsto (fun β => grandShift β a b) atTop (𝓝 ((a - b) / 2)) := by
  have h : ∀ c : ℝ, 0 < c →
      Tendsto (fun β : ℝ => log (1 - exp (-(β * c)))) atTop (𝓝 (log (1 - 0))) := by
    intro c hc
    have h1 : Tendsto (fun β : ℝ => exp (-(β * c))) atTop (𝓝 0) :=
      tendsto_exp_neg_atTop_nhds_zero.comp (tendsto_id.atTop_mul_const hc)
    exact (h1.const_sub 1).log (by norm_num)
  have h2 := ((tendsto_inv_atTop_zero (𝕜 := ℝ)).mul ((h a ha).sub (h b hb))).const_add
    ((a - b) / 2)
  rw [zero_mul, add_zero] at h2
  refine h2.congr' ?_
  filter_upwards [eventually_gt_atTop 0] with β hβ
  rw [grandShift_split hβ ha hb, one_div]

/-- As `β → 0⁺`, `β` times the shift tends to `ln(a/b)`. -/
theorem grandShift_high_temperature {a b : ℝ} (ha : 0 < a) (hb : 0 < b) :
    Tendsto (fun β => β * grandShift β a b) (𝓝[>] 0) (𝓝 (log (a / b))) := by
  -- slope of `sinh(βc/2)` at `β = 0`
  have hs : ∀ c : ℝ, Tendsto (fun t : ℝ => t⁻¹ * sinh (t * c / 2)) (𝓝[>] 0) (𝓝 (c / 2)) := by
    intro c
    have hd : HasDerivAt (fun t : ℝ => sinh (t * c / 2)) (c / 2) 0 :=
      (((hasDerivAt_id' (0 : ℝ)).mul_const c).div_const 2).sinh.congr_deriv (by simp)
    simpa using hd.tendsto_slope_zero_right
  have h := ((hs a).div (hs b) (by positivity)).log (by positivity)
  have e : a / 2 / (b / 2) = a / b := by field_simp
  rw [e] at h
  refine h.congr' ?_
  filter_upwards [self_mem_nhdsWithin] with t ht
  have ht' : t ≠ 0 := ne_of_gt ht
  simp only [Pi.div_apply, grandShift]
  rw [mul_div_mul_left _ _ (inv_ne_zero ht'), ← mul_assoc, mul_one_div_cancel ht', one_mul]

/-- For finitely many modes with single-pole dielectric functions, the symmetric sums
`(1/2β) ∑_n ∑_k ln ε_k(iω_n)` tend to the sum of the shifts from `b_k` to `√(b_k² + p_k²)`. -/
theorem tendsto_log_dielectric {ι : Type*} [Fintype ι] {β : ℝ} (hβ : 0 < β) (p b : ι → ℝ)
    (hb : ∀ k, 0 < b k) :
    Tendsto (fun N : ℕ => 1 / (2 * β) *
        ∑ n ∈ Icc (-(N : ℤ)) N, ∑ k, log (dielectric (p k) (b k) (matsubara β n)))
      atTop (𝓝 (∑ k, grandShift β (√(b k ^ 2 + p k ^ 2)) (b k))) := by
  have key : ∀ k n, log (dielectric (p k) (b k) (matsubara β n))
      = logRatio β (√(b k ^ 2 + p k ^ 2)) (b k) n := by
    intro k n
    have hk := hb k
    have hd : matsubara β n ^ 2 + b k ^ 2 ≠ 0 := by positivity
    unfold logRatio dielectric
    rw [sq_sqrt (by positivity)]
    congr 1
    rw [eq_div_iff hd, add_mul, div_mul_cancel₀ _ hd]
    ring
  have h := tendsto_finsetSum (univ : Finset ι) fun k _ =>
    tendsto_partialShift (a := √(b k ^ 2 + p k ^ 2)) hβ
      (sqrt_pos.2 (by have := hb k; positivity)) (hb k)
  refine h.congr fun N => ?_
  simp only [key, partialShift]
  rw [← mul_sum, sum_comm]

end

end BosonicMatsubaraShift
```

```lean
#print axioms BosonicMatsubaraShift.grandShift_zero_temperature
#print axioms BosonicMatsubaraShift.grandShift_high_temperature
#print axioms BosonicMatsubaraShift.tendsto_log_dielectric
```

```
'BosonicMatsubaraShift.grandShift_zero_temperature' depends on axioms: [propext, Classical.choice, Quot.sound]
'BosonicMatsubaraShift.grandShift_high_temperature' depends on axioms: [propext, Classical.choice, Quot.sound]
'BosonicMatsubaraShift.tendsto_log_dielectric' depends on axioms: [propext, Classical.choice, Quot.sound]
```

## Notes on the proof

`tendsto_truncSinh` is Step 1. It takes Euler's product from Mathlib as `Complex.tendsto_euler_sin_prod` and composes it with `Complex.continuous_im`; `e1` identifies the limit and `e2` the \(N\)-th term.

`sum_symmetric` is the splitting in Step 2 for any even `f`, by induction on \(N\): each step inserts the two points \(\pm(N+1)\).

`partialShift_eq` finishes Step 2 and carries out Step 3. Evenness is `heven`, the \(n = 0\) term is `hzero`, and the factorisation is `hfac`. The induction `hsum` appends one factor to each product by `hstep` and merges logarithms by `Real.log_mul`, whose nonzero arguments come from positivity.

`tendsto_partialShift` is Step 4: the chain `.div`, `.log`, `.const_mul` builds the limit, and `partialShift_eq` rewrites the sequence.

In `grandShift_split`, `hlog` is the formula for \(\ln\sinh(\beta c/2)\), and `h3` supplies \(1-e^{-\beta c} > 0\). `grandShift_zero_temperature` takes the limit of the split form and transfers it through `eventually_gt_atTop 0`, because the split is proved for \(\beta > 0\). `grandShift_high_temperature` obtains the slope \(c/2\) from `hd.tendsto_slope_zero_right`. In `tendsto_log_dielectric`, `key` is the common-denominator identity, `tendsto_finsetSum` adds the limits over \(k\), and `sum_comm` exchanges the sums.
